# Strong-screening expansion of invertible LMTO structure constants

Screening in the linear muffin-tin orbital (LMTO) method replaces the bare structure constants S by shorter-ranged ones, and to ask what becomes of them when the screening parameter grows without bound, one must first choose how it grows. Here a single real number t, the same for every site and angular momentum, is sent to infinity. LMTO calculations usually give each angular momentum its own parameter and leave the high ones unscreened; the theorems below do not cover such a set.

The matrix S describes how the tail of an orbital centred on one site is expanded about the other sites. It is taken as a finite square complex matrix, such as the Bloch-summed matrix with an angular-momentum cutoff at one k-point other than Γ (at Γ the usual bare sum between s channels, whose terms fall off as 1/distance, diverges). It need not be Hermitian. Parts (b) to (f) assume that S is invertible: no nonzero combination of orbitals has tails whose expansion coefficients, as given by S, all cancel.

"Screening" means a change of basis here, not dielectric screening, and "strong" means a large parameter, not the value that gives the shortest range.

```lean
import Mathlib

open Matrix Filter Topology

namespace LMTOStrongScreening

variable {n : Type*} [Fintype n] [DecidableEq n]
```

For a parameter α, the screened structure constants are

S_α = S (1 − α S)⁻¹.

With the opposite sign convention for S, the bracket would read 1 + α S. In Lean, S_α is `screened S α`, the type `n` labels the site and angular-momentum channels, and `•` multiplies a matrix by a number. The definition allows complex α; the limits below use real t, read as a complex number.

```lean
/-- Screened structure constants `S (1 - α S)⁻¹` for a uniform screening parameter `α`,
meaningful where `1 - α S` is invertible. -/
noncomputable def screened (S : Matrix n n ℂ) (α : ℂ) : Matrix n n ℂ :=
  S * (1 - α • S)⁻¹
```

## (a) The reciprocal of a large parameter

**Task.** Show that, as a complex number,

1/t → 0 as the real number t → ∞.

**Solution.** Given ε > 0, every t > 1/ε has |1/t| = 1/t < ε.

In the Lean statement, `atTop` expresses t → ∞ and `𝓝 0` expresses convergence to zero. The proof takes the known real limit and composes it with the continuous inclusion of the real numbers in the complex numbers.

```lean
/-- The inverse of a real screening parameter, read as a complex number, tends to zero
as the parameter tends to infinity. -/
theorem tendsto_inv_screening :
    Tendsto (fun t : ℝ => (t : ℂ)⁻¹) atTop (𝓝 0) := by
  have h := (Complex.continuous_ofReal.tendsto 0).comp (tendsto_inv_atTop_zero (𝕜 := ℝ))
  simpa [Function.comp_def] using h
```

## (b) Invertibility at large t

**Task.** Let S be invertible. Show that there is a T such that

det(1 − t S) ≠ 0 for all real t ≥ T.

**Solution.** Let d be the number of channels. For t ≠ 0, take out a factor t:

1 − t S = t (1/t − S),

det(1 − t S) = t^d det(1/t − S).

The function det(x − S) is a polynomial in x, hence continuous, and its value at x = 0 is

det(−S) = (−1)^d det S ≠ 0.

By (a), 1/t comes as close to 0 as we like, so det(1/t − S) is nonzero for all large t. The factor t^d is nonzero too.

`IsUnit` says that a matrix is invertible, and `∀ᶠ t : ℝ in atTop` says "for all sufficiently large real t". No value of T is given. In the proof, `h0` is the nonzero determinant at x = 0, `hev` carries it to large t, and `hfac` is the factorisation.

```lean
/-- For invertible structure constants `S`, the matrix `1 - t S` is invertible for all
sufficiently large real `t`. -/
theorem eventually_isUnit {S : Matrix n n ℂ} (hS : IsUnit S) :
    ∀ᶠ t : ℝ in atTop, IsUnit (1 - (t : ℂ) • S) := by
  have hc : Continuous fun x : ℂ => (x • (1 : Matrix n n ℂ) - S).det :=
    Continuous.matrix_det ((continuous_id.smul continuous_const).sub continuous_const)
  have h0 : ((0 : ℂ) • (1 : Matrix n n ℂ) - S).det ≠ 0 := by
    rw [zero_smul, zero_sub]
    exact ((Matrix.isUnit_iff_isUnit_det _).1 hS.neg).ne_zero
  have hev := ((hc.tendsto 0).comp tendsto_inv_screening).eventually_ne h0
  filter_upwards [hev, eventually_ne_atTop (0 : ℝ)] with t hdet ht
  have ht' : (t : ℂ) ≠ 0 := Complex.ofReal_ne_zero.2 ht
  -- pull out the factor t
  have hfac : 1 - (t : ℂ) • S = (t : ℂ) • ((t : ℂ)⁻¹ • (1 : Matrix n n ℂ) - S) := by
    rw [smul_sub, smul_smul, mul_inv_cancel₀ ht', one_smul]
  rw [Matrix.isUnit_iff_isUnit_det, hfac, Matrix.det_smul]
  exact isUnit_iff_ne_zero.2 (mul_ne_zero (pow_ne_zero _ ht') hdet)
```

## (c) An exact remainder

**Task.** Let S and 1 − t S be invertible and t ≠ 0. Show that for every N = 0, 1, 2, …

S_t + ∑_{k=0}^{N−1} t^(−(k+1)) S^(−k) = t^(−N) S^(−N) S_t.

**Solution.** Write R = (1 − t S)⁻¹, so that S_t = S R. From (1 − t S) R = 1 we get

R = 1 + t S R = 1 + t S_t.

Division by t gives R/t = S_t + 1/t. Since also R = S⁻¹ S_t,

S_t + 1/t = (1/t) S⁻¹ S_t.

Now use induction on N. For N = 0 the sum is empty and both sides are S_t. If the identity holds for N, adding the next term of the sum gives

t^(−N) S^(−N) S_t + t^(−(N+1)) S^(−N)
= t^(−N) S^(−N) (S_t + 1/t)
= t^(−(N+1)) S^(−(N+1)) S_t.

This is the identity for N + 1.

The theorem is stated for complex t, since nothing in the algebra needs t to be real. `Finset.range N` is the set k = 0, …, N − 1, and `S⁻¹ ^ k` is S^(−k). The one-step relation is `key`; the `calc` block is the induction step just written.

```lean
/-- Exact remainder of the strong-screening expansion after `N` terms, for invertible `S`,
nonzero `t` and invertible `1 - t S`. -/
theorem screened_remainder {S : Matrix n n ℂ} (hS : IsUnit S) {t : ℂ} (ht : t ≠ 0)
    (hu : IsUnit (1 - t • S)) (N : ℕ) :
    screened S t + ∑ k ∈ Finset.range N, t⁻¹ ^ (k + 1) • S⁻¹ ^ k
      = t⁻¹ ^ N • (S⁻¹ ^ N * screened S t) := by
  -- one step: S_t + 1/t = (1/t) S⁻¹ S_t
  have key : screened S t + t⁻¹ • (1 : Matrix n n ℂ) = t⁻¹ • (S⁻¹ * screened S t) := by
    unfold screened
    have hR := Matrix.mul_nonsing_inv _ ((Matrix.isUnit_iff_isUnit_det _).1 hu)
    rw [← Matrix.mul_assoc S⁻¹, Matrix.nonsing_inv_mul _
      ((Matrix.isUnit_iff_isUnit_det _).1 hS), Matrix.one_mul]
    generalize (1 - t • S)⁻¹ = R at hR ⊢
    rw [Matrix.sub_mul, Matrix.one_mul, Matrix.smul_mul] at hR
    have hR' : t⁻¹ • R = t⁻¹ • (1 + t • (S * R)) :=
      congrArg (fun M => t⁻¹ • M) (sub_eq_iff_eq_add.1 hR)
    rw [hR', smul_add, smul_smul, inv_mul_cancel₀ ht, one_smul, add_comm]
  induction N with
  | zero => simp
  | succ N ih =>
    rw [Finset.sum_range_succ, ← add_assoc, ih]
    calc t⁻¹ ^ N • (S⁻¹ ^ N * screened S t) + t⁻¹ ^ (N + 1) • S⁻¹ ^ N
        = t⁻¹ ^ N • (S⁻¹ ^ N * (screened S t + t⁻¹ • (1 : Matrix n n ℂ))) := by
          rw [Matrix.mul_add, Matrix.mul_smul, Matrix.mul_one, smul_add, smul_smul, pow_succ]
      _ = t⁻¹ ^ (N + 1) • (S⁻¹ ^ (N + 1) * screened S t) := by
          rw [key, Matrix.mul_smul, smul_smul, ← Matrix.mul_assoc, ← pow_succ, ← pow_succ]
```

## (d) The leading behaviour

**Task.** Let S be invertible. Show that

t S_t → −1 as t → ∞,

where 1 is the identity matrix.

**Solution.** For large t, the factorisation in (b) gives t (1 − t S)⁻¹ = (1/t − S)⁻¹, and therefore

t S_t = S (1/t − S)⁻¹.

The inverse of x − S is its adjugate divided by its determinant. Both are continuous in x, and the determinant is nonzero at x = 0, so the inverse is continuous there. With (a),

t S_t → S (−S)⁻¹ = −1.

Convergence of matrices means convergence of every entry. In Lean, `hG` is the continuity of the inverse at x = 0, `hval` evaluates the limit, and `hinv` is the relation between the two inverses. The proof establishes that relation for large t, which is enough: `congr'` lets two functions that agree for all large t share a limit.

```lean
/-- For invertible `S`, the screened structure constants multiplied by `t` tend to minus the
identity as `t` tends to infinity. -/
theorem tendsto_smul_screened {S : Matrix n n ℂ} (hS : IsUnit S) :
    Tendsto (fun t : ℝ => (t : ℂ) • screened S t) atTop (𝓝 (-1)) := by
  have hA : Continuous fun x : ℂ => x • (1 : Matrix n n ℂ) - S :=
    (continuous_id.smul continuous_const).sub continuous_const
  have h0 : ((0 : ℂ) • (1 : Matrix n n ℂ) - S).det ≠ 0 := by
    rw [zero_smul, zero_sub]
    exact ((Matrix.isUnit_iff_isUnit_det _).1 hS.neg).ne_zero
  -- the inverse of x - S is continuous at x = 0
  have hG : ContinuousAt (fun x : ℂ => (x • (1 : Matrix n n ℂ) - S)⁻¹) 0 := by
    simp only [Matrix.inv_def, Ring.inverse_eq_inv']
    exact (hA.matrix_det.continuousAt.inv₀ h0).smul hA.matrix_adjugate.continuousAt
  have hlim := (hG.tendsto.comp tendsto_inv_screening).const_mul S
  have hval : S * ((0 : ℂ) • (1 : Matrix n n ℂ) - S)⁻¹ = -1 := by
    have h := Matrix.mul_nonsing_inv _ (isUnit_iff_ne_zero.2 h0)
    rw [zero_smul, zero_sub] at h ⊢
    exact neg_eq_iff_eq_neg.1 (by rw [← neg_mul]; exact h)
  rw [hval] at hlim
  refine hlim.congr' ?_
  filter_upwards [eventually_isUnit hS, eventually_ne_atTop (0 : ℝ)] with t hu ht
  have ht' : (t : ℂ) ≠ 0 := Complex.ofReal_ne_zero.2 ht
  have hinv : ((t : ℂ)⁻¹ • (1 : Matrix n n ℂ) - S)⁻¹ = (t : ℂ) • (1 - (t : ℂ) • S)⁻¹ := by
    apply Matrix.inv_eq_right_inv
    have hfac : (t : ℂ)⁻¹ • (1 : Matrix n n ℂ) - S = (t : ℂ)⁻¹ • (1 - (t : ℂ) • S) := by
      rw [smul_sub, smul_smul, inv_mul_cancel₀ ht', one_smul]
    rw [hfac, Matrix.smul_mul, Matrix.mul_smul, smul_smul, inv_mul_cancel₀ ht', one_smul,
      Matrix.mul_nonsing_inv _ ((Matrix.isUnit_iff_isUnit_det _).1 hu)]
  simp only [Function.comp_apply, screened]
  rw [hinv, Matrix.mul_smul]
```

## (e) Every order in 1/t

**Task.** Let S be invertible. Show that for each fixed N = 0, 1, 2, …

t^(N+1) (S_t + ∑_{k=0}^{N−1} t^(−(k+1)) S^(−k)) → −S^(−N) as t → ∞.

**Solution.** By (b), the identity in (c) applies for all large t. Multiply it by t^(N+1). The right-hand side becomes

t^(N+1) t^(−N) S^(−N) S_t = S^(−N) (t S_t),

and by (d) this tends to −S^(−N).

The sign of the limit is easily misread. The Lean expression `-S⁻¹ ^ N` means −(S⁻¹)^N, not (−S⁻¹)^N; the second has the wrong sign for every even N, including N = 0, where the limit must be −1 as in (d).

The proof starts from the limit in (d), multiplied on the left by S^(−N), and then uses `screened_remainder` to rewrite the function for large t. The helper `hpow` collects the powers of t. The statement concerns one N at a time and says nothing about summing the infinite series.

```lean
/-- Strong-screening expansion to every order: for invertible `S`, after the first `N` terms
in `1/t` are removed, the screened structure constants times `t ^ (N + 1)` tend to
`-(S⁻¹) ^ N`. -/
theorem strong_screening_expansion {S : Matrix n n ℂ} (hS : IsUnit S) (N : ℕ) :
    Tendsto (fun t : ℝ => (t : ℂ) ^ (N + 1) •
      (screened S t + ∑ k ∈ Finset.range N, (t : ℂ)⁻¹ ^ (k + 1) • S⁻¹ ^ k))
      atTop (𝓝 (-S⁻¹ ^ N)) := by
  have hlim := (tendsto_smul_screened hS).const_mul (S⁻¹ ^ N)
  rw [mul_neg, mul_one] at hlim
  refine hlim.congr' ?_
  filter_upwards [eventually_isUnit hS, eventually_ne_atTop (0 : ℝ)] with t hu ht
  have ht' : (t : ℂ) ≠ 0 := Complex.ofReal_ne_zero.2 ht
  have hpow : (t : ℂ) ^ (N + 1) * (t : ℂ)⁻¹ ^ N = t := by
    rw [pow_succ, mul_right_comm, ← mul_pow, mul_inv_cancel₀ ht', one_pow, one_mul]
  rw [screened_remainder hS ht' hu N, smul_smul, hpow, Matrix.mul_smul]
```

## (f) The first correction

**Task.** Let S be invertible. Show that 1 − t S is invertible for all large t, and that

t² (S_t + 1/t) → −S⁻¹ as t → ∞.

**Solution.** The first claim is (b). For the second, set N = 1 in (e): the sum has the single term k = 0, which is 1/t times the identity.

The Lean theorem joins the two claims by `∧`, and `simp` reduces the sum over one term.

```lean
/-- Strong-screening limit: for invertible `S`, the matrix `1 - t S` is invertible for all large
real `t`, and `t² (S (1 - t S)⁻¹ + 1/t)` tends to `-S⁻¹` as `t` tends to infinity. -/
theorem strong_screening_limit {S : Matrix n n ℂ} (hS : IsUnit S) :
    (∀ᶠ t : ℝ in atTop, IsUnit (1 - (t : ℂ) • S)) ∧
    Tendsto (fun t : ℝ => (t : ℂ) ^ 2 •
      (screened S t + (t : ℂ)⁻¹ • (1 : Matrix n n ℂ))) atTop (𝓝 (-S⁻¹)) := by
  refine ⟨eventually_isUnit hS, ?_⟩
  have h := strong_screening_expansion hS 1
  simp only [Finset.sum_range_one, zero_add, pow_one, pow_zero, Nat.reduceAdd] at h
  exact h
```

In one-electron LMTO theory with a finite orbital set and one common parameter, this says how the screened structure constants fade: the term of order 1/t is diagonal in site and angular momentum, and elements between different channels appear at order 1/t² at the earliest, through those off-diagonal elements of −S⁻¹ that are nonzero. Since t only sets the choice of basis, this does not mean that the atoms decouple physically.

A neighbouring result follows for channel-dependent parameters that grow in fixed proportion. Let α = t D, where D is a fixed invertible diagonal matrix, and let S_α = S (1 − t D S)⁻¹. Applying (f) to the invertible matrix D S and multiplying from the left by D⁻¹ gives

t² (S_α + D⁻¹/t) → −D⁻¹ S⁻¹ D⁻¹.

This short deduction is by ordinary algebra and has no Lean proof here. It needs every channel to be screened, since D must be invertible.

## (g) Convergence requires invertible structure constants

**Task.** Now drop the assumption on S. Suppose that t² (S_t + 1/t) converges to some matrix L as t → ∞. Show that

det S ≠ 0.

**Solution.** Suppose det S = 0. Then there is a vector v ≠ 0 with S v = 0, and (1 − t S) v = v. Wherever the inverse exists, it follows that (1 − t S)⁻¹ v = v, and so

S_t v = S v = 0.

The inverse exists for all but finitely many t, because det(1 − t S) is a polynomial in t with the value 1 at t = 0. For all large t, then,

t² (S_t + 1/t) v = t v.

Choose a component with v_i ≠ 0. The assumed convergence gives t v_i → (L v)_i, a finite number, while |t v_i| → ∞. This is a contradiction.

Together with (f), the scaled matrix has a limit exactly when S is invertible. A combination of orbitals that S annihilates is also annihilated by S_t, so nothing cancels the term 1/t acting on it.

In Lean, `*ᵥ` applies a matrix to a vector, and `hX` is the statement S_t v = 0. It is proved for every t, because Lean sets the inverse of a singular matrix to zero, which also gives S_t v = 0 at the exceptional values. The contradiction is between `hlim`, the finite limit of t v_i, and `hinf`, the growth of its modulus.

```lean
/-- Converse: if `t² (S (1 - t S)⁻¹ + 1/t)` converges to some matrix as `t` tends to infinity,
then `S` is invertible. -/
theorem isUnit_of_tendsto {S L : Matrix n n ℂ}
    (h : Tendsto (fun t : ℝ => (t : ℂ) ^ 2 •
      (screened S t + (t : ℂ)⁻¹ • (1 : Matrix n n ℂ))) atTop (𝓝 L)) : IsUnit S := by
  by_contra hS
  have hd : S.det = 0 := by
    by_contra hd
    exact hS ((Matrix.isUnit_iff_isUnit_det S).2 (isUnit_iff_ne_zero.2 hd))
  obtain ⟨v, hv, hSv⟩ := Matrix.exists_mulVec_eq_zero_iff.2 hd
  obtain ⟨i, hi'⟩ := Function.ne_iff.1 hv
  have hi : v i ≠ 0 := hi'
  -- screening leaves the null vector a null vector
  have hX : ∀ t : ℝ, screened S t *ᵥ v = 0 := by
    intro t
    unfold screened
    by_cases hu : IsUnit (1 - (t : ℂ) • S).det
    · have h1 : (1 - (t : ℂ) • S) *ᵥ v = v := by
        simp [Matrix.sub_mulVec, Matrix.smul_mulVec, hSv]
      have h2 : (1 - (t : ℂ) • S)⁻¹ *ᵥ v = v := by
        calc (1 - (t : ℂ) • S)⁻¹ *ᵥ v
            = (1 - (t : ℂ) • S)⁻¹ *ᵥ ((1 - (t : ℂ) • S) *ᵥ v) := by rw [h1]
          _ = v := by rw [Matrix.mulVec_mulVec, Matrix.nonsing_inv_mul _ hu, Matrix.one_mulVec]
      rw [← Matrix.mulVec_mulVec, h2, hSv]
    · rw [Matrix.nonsing_inv_apply_not_isUnit _ hu, Matrix.mul_zero, Matrix.zero_mulVec]
  have hc : Continuous fun M : Matrix n n ℂ => (M *ᵥ v) i :=
    (continuous_apply i).comp (continuous_id.matrix_mulVec continuous_const)
  have hlim : Tendsto (fun t : ℝ => (t : ℂ) * v i) atTop (𝓝 ((L *ᵥ v) i)) := by
    refine ((hc.tendsto L).comp h).congr' ?_
    filter_upwards [eventually_ne_atTop (0 : ℝ)] with t ht
    have ht' : (t : ℂ) ≠ 0 := Complex.ofReal_ne_zero.2 ht
    simp only [Function.comp_apply, Matrix.smul_mulVec, Matrix.add_mulVec, hX,
      Matrix.one_mulVec, zero_add, Pi.smul_apply, smul_eq_mul]
    field_simp
  -- but t v is unbounded
  have hinf : Tendsto (fun t : ℝ => ‖(t : ℂ) * v i‖) atTop atTop :=
    (tendsto_abs_atTop_atTop.atTop_mul_const (norm_pos_iff.2 hi)).congr
      (fun t => by rw [norm_mul, Complex.norm_real, Real.norm_eq_abs])
  exact not_tendsto_nhds_of_tendsto_atTop hinf _ hlim.norm

end LMTOStrongScreening
```

```lean
#print axioms LMTOStrongScreening.strong_screening_expansion
-- 'LMTOStrongScreening.strong_screening_expansion' depends on axioms: [propext, Classical.choice, Quot.sound]
#print axioms LMTOStrongScreening.strong_screening_limit
-- 'LMTOStrongScreening.strong_screening_limit' depends on axioms: [propext, Classical.choice, Quot.sound]
#print axioms LMTOStrongScreening.isUnit_of_tendsto
-- 'LMTOStrongScreening.isUnit_of_tendsto' depends on axioms: [propext, Classical.choice, Quot.sound]
```
